# Transforming Back from Every m-th k-Point Sums the Periodic Images of a Lattice Function

A hybrid-functional calculation can save time by summing the exchange over only every $m$-th k-point. A density matrix transformed to real space from those points alone gives each cell its own value plus contributions from other cells. For a given periodic function on a one-dimensional lattice, the identity below says which cells contribute and with what weight.

## Integer cells and integer k-labels

Let $f(R)$ be a complex number attached to cell $R$, such as one density-matrix element between cell $0$ and cell $R$. With $N$ cells in the supercell, its Bloch sum is

$$F(q)=\sum_{R=0}^{N-1} f(R)\,e^{-2\pi i qR/N}.$$

The integer $q$ labels the k-point $2\pi q/N$ in units of the inverse lattice constant. There is no prefactor in $F$, so the inverse transform carries $1/N$.

```lean
import Mathlib

open Finset

namespace KPointFolding

noncomputable section

/-- The Bloch phase `exp(2πi a/N)`. -/
def phase (N : ℕ) (a : ℤ) : ℂ := Complex.exp (2 * Real.pi * Complex.I * a / N)

/-- The Bloch sum `F(q) = ∑ f(R) exp(-2πi qR/N)` over the `N` cells `R = 0, …, N-1`. -/
def blochSum (N : ℕ) (f : ℤ → ℂ) (q : ℤ) : ℂ :=
  ∑ R ∈ range N, f R * phase N (-(q * R))
```

In Lean, `f : ℤ → ℂ` is defined on all cells, `phase N a` is $e^{2\pi i a/N}$, and `blochSum N f q` is $F(q)$.

## At least one k-point and one image: $m, M\ge 1$

The coarse mesh has $M$ points, and $m$ is the ratio of fine to coarse. By hand, positivity is used whenever one divides by $m$, $M$ or $N=mM$. In the proof it enters first in `phase_eq_one_iff`: $e^{2\pi i a/N}=1$ means $a/N$ is an integer, and clearing the denominator gives $N\mid a$.

```lean
/-- Bloch phases multiply when their arguments are added. -/
theorem phase_add (N : ℕ) (a b : ℤ) : phase N (a + b) = phase N a * phase N b := by
  unfold phase
  rw [← Complex.exp_add]
  congr 1
  push_cast
  ring

/-- A Bloch phase is one exactly when its argument is a multiple of `N`. -/
theorem phase_eq_one_iff {N : ℕ} (hN : N ≠ 0) (a : ℤ) : phase N a = 1 ↔ (N : ℤ) ∣ a := by
  have hN' : (N : ℂ) ≠ 0 := Nat.cast_ne_zero.mpr hN
  rw [phase, Complex.exp_eq_one_iff]
  constructor
  · rintro ⟨n, hn⟩
    rw [div_eq_iff hN'] at hn
    have h : (a : ℂ) = N * n :=
      mul_left_cancel₀ Complex.two_pi_I_ne_zero (by linear_combination hn)
    exact ⟨n, by exact_mod_cast h⟩
  · rintro ⟨n, rfl⟩
    exact ⟨n, by rw [div_eq_iff hN']; push_cast; ring⟩
```

If $m$ or $M$ were zero, both sides of the folding identity would vanish. The error bound further down would fail, however: for $m=0$ the coarse value is zero and the list of images is empty, so a nonzero $f(R)$ would have error bound zero.

## A coarse mesh contained in the fine one: $N=mM$

Writing the supercell length as `m * M` makes the coarse mesh a regular subset of the fine one. By hand, this gives $e^{2\pi i\,ma/(mM)}=e^{2\pi i a/M}$, and then

$$\sum_{j=0}^{M-1}e^{-2\pi i jx/M}=\begin{cases}M & M\mid x,\\ 0 & \text{otherwise.}\end{cases}$$

If $M\mid x$, every term is one. Otherwise $\zeta=e^{-2\pi i x/M}\neq1$ while $\zeta^M=1$, so $(\zeta-1)\sum_j\zeta^j=\zeta^M-1=0$ forces the sum to vanish. `mesh_orthogonality` follows the same two cases, with `geom_sum_mul` supplying the geometric sum.

```lean
/-- Every `m`-th phase of the fine mesh is a phase of the coarse mesh. -/
theorem phase_coarse {m : ℕ} (hm : m ≠ 0) (M : ℕ) (a : ℤ) :
    phase (m * M) (m * a) = phase M a := by
  have hm' : (m : ℂ) ≠ 0 := Nat.cast_ne_zero.mpr hm
  unfold phase
  congr 1
  push_cast
  rw [show 2 * (Real.pi : ℂ) * Complex.I * (m * a) = m * (2 * Real.pi * Complex.I * a) by ring,
    mul_div_mul_left _ _ hm']

/-- Summed over a mesh of `M` k-points, the phases of a lattice vector `x` give `M` if `M`
divides `x`, and zero otherwise. -/
theorem mesh_orthogonality {M : ℕ} (hM : 0 < M) (x : ℤ) :
    ∑ j ∈ range M, phase M (-(j * x)) = if (M : ℤ) ∣ x then (M : ℂ) else 0 := by
  have hpow : ∀ j : ℕ, phase M (-(j * x)) = phase M (-x) ^ j := by
    intro j
    rw [phase, phase, ← Complex.exp_nat_mul]
    congr 1
    push_cast
    ring
  rw [Finset.sum_congr rfl (fun j _ => hpow j)]
  split_ifs with h
  · rw [(phase_eq_one_iff hM.ne' _).mpr ((dvd_neg).mpr h)]
    simp
  · -- a geometric sum whose ratio is a root of unity different from one
    have h1 : phase M (-x) ≠ 1 := fun h' =>
      h ((dvd_neg).mp ((phase_eq_one_iff hM.ne' _).mp h'))
    have h2 : phase M (-x) ^ M = 1 := by
      rw [← hpow, phase_eq_one_iff hM.ne']
      exact ⟨-x, by ring⟩
    have h3 := geom_sum_mul (phase M (-x)) M
    rw [h2, sub_self] at h3
    exact (mul_eq_zero.mp h3).resolve_right (sub_ne_zero.mpr h1)
```

Without commensurability the cancellation can fail. Taking $q=0$ and $q=2$ from a three-point mesh gives $1+e^{-4\pi i x/3}$, which is zero for no integer $x$.

## Periodicity over $mM$ cells

The hypothesis `hf` says $f(x+mM)=f(x)$, the Born–von Kármán condition for the supercell. By hand, it allows the Bloch sum to be recentred at $R$:

$$F(q)e^{2\pi i qR/N}=\sum_{y=0}^{N-1}f(y)e^{2\pi i q(R-y)/N}=\sum_{x=0}^{N-1}f(R+x)e^{-2\pi i qx/N}.$$

The summand has period $N$ in $y$, so the sum may start at $y=R$. `sum_period_shift` proves this by moving the starting cell one step at a time, by induction in both directions. `sum_blocks` cuts the supercell into $m$ blocks of $M$ cells and needs no periodicity. `blochSum_recenter` is the displayed equation.

```lean
/-- The sum of a periodic lattice function over one period does not depend on the first cell. -/
theorem sum_period_shift (N : ℕ) (g : ℤ → ℂ) (hg : ∀ x, g (x + N) = g x) (R : ℤ) :
    ∑ x ∈ range N, g (R + x) = ∑ x ∈ range N, g x := by
  have step : ∀ R : ℤ, ∑ x ∈ range N, g (R + 1 + x) = ∑ x ∈ range N, g (R + x) := by
    intro R
    have h1 := Finset.sum_range_succ (fun x : ℕ => g (R + x)) N
    have h2 := Finset.sum_range_succ' (fun x : ℕ => g (R + x)) N
    have h3 : ∑ x ∈ range N, g (R + ((x + 1 : ℕ) : ℤ)) = ∑ x ∈ range N, g (R + 1 + x) :=
      Finset.sum_congr rfl fun x _ => by congr 1; push_cast; ring
    simp only [hg, Nat.cast_zero, add_zero] at h1 h2
    rw [h3] at h2
    linear_combination h1 - h2
  induction R using Int.induction_on
  · simp
  · rename_i n ih
    rw [step, ih]
  · rename_i n ih
    have h := step (-(n : ℤ) - 1)
    rw [sub_add_cancel] at h
    rw [← h, ih]

/-- A sum over `mM` cells is a sum over `m` blocks of `M` cells each. -/
theorem sum_blocks (m M : ℕ) (g : ℤ → ℂ) :
    ∑ x ∈ range (m * M), g x = ∑ l ∈ range m, ∑ r ∈ range M, g (l * M + r) := by
  induction m with
  | zero => simp
  | succ n ih =>
    rw [add_mul, one_mul, Finset.sum_range_add, ih, Finset.sum_range_succ]
    push_cast
    rfl

/-- Multiplying a Bloch sum by the phase of cell `R` moves the origin of the sum to `R`. -/
theorem blochSum_recenter {N : ℕ} (hN : N ≠ 0) (f : ℤ → ℂ) (hf : ∀ x, f (x + N) = f x)
    (q R : ℤ) :
    blochSum N f q * phase N (q * R) = ∑ x ∈ range N, f (R + x) * phase N (-(q * x)) := by
  have h := sum_period_shift N (fun y => f y * phase N (q * (R - y))) (by
    intro y
    simp only [hf]
    rw [show q * (R - (y + N)) = q * (R - y) + N * (-q) by ring, phase_add,
      (phase_eq_one_iff hN _).mpr (dvd_mul_right _ _), mul_one]) R
  rw [blochSum, Finset.sum_mul]
  calc _ = ∑ x ∈ range N, f x * phase N (q * (R - x)) :=
        Finset.sum_congr rfl fun x _ => by
          rw [mul_assoc, ← phase_add]; congr 2; ring
    _ = ∑ x ∈ range N, f (R + x) * phase N (q * (R - (R + x))) := h.symm
    _ = _ := Finset.sum_congr rfl fun x _ => by congr 2; ring
```

For a counter-example without periodicity, take $m=M=2$ and let $f$ be $1$ at cell $0$ and zero at every other integer. Then $F(0)=F(2)=1$. At $R=4$ the back-transform gives $2$, whereas $2\,(f(4)+f(6))=0$.

## A mesh shifted by whole fine steps

The integer $s$ displaces the coarse mesh, and $s=0$ keeps the $\Gamma$ point. Put $q=mj+s$ in the recentred sum and sum over $j$:

$$\sum_{j=0}^{M-1}F(mj+s)e^{2\pi i(mj+s)R/N}
=\sum_{x=0}^{N-1}f(R+x)e^{-2\pi i sx/N}\sum_{j=0}^{M-1}e^{-2\pi i jx/M}.$$

Write $x=lM+r$ with $0\le r<M$. Only $r=0$ survives, and $e^{-2\pi i slM/(mM)}=e^{-2\pi i sl/m}$, so the result is

$$M\sum_{l=0}^{m-1}e^{-2\pi i sl/m}f(R+lM).$$

The `calc` block in `shifted_mesh_folding` takes these steps in this order: recentring, orthogonality, blocks, and one surviving cell per block. Setting $s=0$ removes the weights and gives `coarse_mesh_folding`. Both assume the periodicity `hf` and hold for every integer $R$.

```lean
/-- Back-transforming the Bloch sum from every `m`-th k-point, with the mesh shifted by `s` fine
steps, gives `M` times the sum of the images `f(R + lM)` weighted by `exp(-2πi sl/m)`. -/
theorem shifted_mesh_folding {m M : ℕ} (hm : 0 < m) (hM : 0 < M) (f : ℤ → ℂ)
    (hf : ∀ x, f (x + (m * M : ℕ)) = f x) (s R : ℤ) :
    ∑ j ∈ range M, blochSum (m * M) f (m * j + s) * phase (m * M) ((m * j + s) * R)
      = M * ∑ l ∈ range m, phase m (-(s * l)) * f (R + l * M) := by
  have hN : m * M ≠ 0 := (Nat.mul_pos hm hM).ne'
  calc _ = ∑ j ∈ range M, ∑ x ∈ range (m * M),
          (f (R + x) * phase (m * M) (-(s * x))) * phase M (-(j * x)) := by
        refine Finset.sum_congr rfl fun j _ => ?_
        rw [blochSum_recenter hN f hf]
        refine Finset.sum_congr rfl fun x _ => ?_
        rw [← phase_coarse hm.ne' M (-((j : ℤ) * x)), mul_assoc, ← phase_add]
        congr 2
        ring
    _ = ∑ x ∈ range (m * M), (f (R + x) * phase (m * M) (-(s * x))) *
          (if (M : ℤ) ∣ (x : ℤ) then (M : ℂ) else 0) := by
        rw [Finset.sum_comm]
        refine Finset.sum_congr rfl fun x _ => ?_
        rw [← Finset.mul_sum, mesh_orthogonality hM]
    _ = ∑ l ∈ range m, ∑ r ∈ range M,
          (f (R + (l * M + r)) * phase (m * M) (-(s * (l * M + r)))) *
          (if (M : ℤ) ∣ ((l : ℤ) * M + r) then (M : ℂ) else 0) :=
        sum_blocks m M (fun x => (f (R + x) * phase (m * M) (-(s * x))) *
          (if (M : ℤ) ∣ x then (M : ℂ) else 0))
    _ = _ := by
        -- in each block only the first cell survives
        rw [Finset.mul_sum]
        refine Finset.sum_congr rfl fun l _ => ?_
        rw [Finset.sum_eq_single_of_mem 0 (Finset.mem_range.mpr hM)]
        · have hp : phase (m * M) (-(s * ((l : ℤ) * M))) = phase m (-(s * l)) := by
            rw [← phase_coarse hM.ne' m (-(s * (l : ℤ))), mul_comm m M]
            congr 1
            ring
          have hd : (M : ℤ) ∣ (l : ℤ) * M := dvd_mul_left _ _
          simp only [Nat.cast_zero, add_zero]
          rw [hp, if_pos hd]
          ring
        · intro r hr h0
          have hd : ¬ (M : ℤ) ∣ ((l : ℤ) * M + r) := fun h =>
            h0 (Nat.eq_zero_of_dvd_of_lt (Int.natCast_dvd_natCast.mp
              ((dvd_add_right (dvd_mul_left _ _)).mp h)) (Finset.mem_range.mp hr))
          rw [if_neg hd, mul_zero]

/-- Back-transforming the Bloch sum from every `m`-th k-point gives `M` times the sum of the
images `f(R + lM)`, `l = 0, …, m-1`. -/
theorem coarse_mesh_folding {m M : ℕ} (hm : 0 < m) (hM : 0 < M) (f : ℤ → ℂ)
    (hf : ∀ x, f (x + (m * M : ℕ)) = f x) (R : ℤ) :
    ∑ j ∈ range M, blochSum (m * M) f (m * j) * phase M (j * R)
      = M * ∑ l ∈ range m, f (R + l * M) := by
  have h := shifted_mesh_folding hm hM f hf 0 R
  have h0 : phase m 0 = 1 := by simp [phase]
  simp only [add_zero, zero_mul, neg_zero, h0, one_mul, mul_assoc, phase_coarse hm.ne'] at h
  exact h
```

As an instance, let $m=M=2$ and, in units of $1/16$, $f(0),\dots,f(3)=8,3,1,3$. In these units $F(0)=15$ and $F(2)=3$, which for one orthonormal orbital per cell means occupations $15/16$ and $3/16$. At $R=0$ the sum is $18=2(8+1)$, so the coarse value after division by $M$ is $9$ instead of $8$. At $R=1$ it is $6$ instead of $3$. The shifted mesh has $F(1)=F(3)=7$ and gives $14=2(8-1)$ at $R=0$.

## What the coarse mesh determines

Removing the $l=0$ term and applying the triangle inequality bounds the error by $\sum_{l=1}^{m-1}|f(R+lM)|$. For $m=1$ this is zero, and the transform is exact.

```lean
/-- The coarse-mesh value of `f(R)` is off by at most the summed magnitudes of the images
`f(R + lM)` with `0 < l < m`. -/
theorem coarse_mesh_error {m M : ℕ} (hm : 0 < m) (hM : 0 < M) (f : ℤ → ℂ)
    (hf : ∀ x, f (x + (m * M : ℕ)) = f x) (R : ℤ) :
    ‖(∑ j ∈ range M, blochSum (m * M) f (m * j) * phase M (j * R)) / M - f R‖
      ≤ ∑ l ∈ Ico 1 m, ‖f (R + l * M)‖ := by
  have hM' : (M : ℂ) ≠ 0 := Nat.cast_ne_zero.mpr hM.ne'
  rw [coarse_mesh_folding hm hM f hf, mul_div_cancel_left₀ _ hM',
    Finset.range_eq_Ico, Finset.sum_eq_sum_Ico_succ_bot hm]
  simp only [Nat.cast_zero, zero_mul, add_zero, zero_add, add_sub_cancel_left]
  exact norm_sum_le _ _
```

Summing over all shifts $s=0,\dots,m-1$ applies orthogonality once more, now with $m$ points, and leaves $mM f(R)$. In the instance, $18+14=32=4\cdot 8$.

```lean
/-- Summing the back-transforms over all `m` shifts of the coarse mesh gives `mM f(R)`. -/
theorem sum_over_shifts {m M : ℕ} (hm : 0 < m) (hM : 0 < M) (f : ℤ → ℂ)
    (hf : ∀ x, f (x + (m * M : ℕ)) = f x) (R : ℤ) :
    ∑ s ∈ range m, ∑ j ∈ range M,
      blochSum (m * M) f (m * j + s) * phase (m * M) ((m * j + s) * R) = m * M * f R := by
  rw [Finset.sum_congr rfl (fun (s : ℕ) _ => shifted_mesh_folding hm hM f hf (s : ℤ) R),
    ← Finset.mul_sum, Finset.sum_comm]
  simp only [← Finset.sum_mul, mesh_orthogonality hm]
  -- the shift phases cancel every image except `l = 0`
  rw [Finset.sum_eq_single_of_mem 0 (Finset.mem_range.mpr hm)]
  · simp only [Nat.cast_zero, dvd_zero, if_true, zero_mul, add_zero]
    ring
  · intro l hl h0
    have hd : ¬ (m : ℤ) ∣ (l : ℤ) := fun h =>
      h0 (Nat.eq_zero_of_dvd_of_lt (Int.natCast_dvd_natCast.mp h) (Finset.mem_range.mp hl))
    rw [if_neg hd, zero_mul]
```

Finally, two periodic functions have equal coarse Bloch sums exactly when their image sums agree in every cell. The forward direction uses the folding identity. The reverse writes $F(mj)$ as the $M$-cell Bloch sum of the folded function, $\sum_{r=0}^{M-1}\bigl(\sum_{l=0}^{m-1}f(r+lM)\bigr)e^{-2\pi i jr/M}$.

```lean
/-- Two periodic lattice functions have the same Bloch sums on the coarse mesh exactly when
their sums over images agree in every cell. -/
theorem coarse_data_eq_iff {m M : ℕ} (hm : 0 < m) (hM : 0 < M) (f g : ℤ → ℂ)
    (hf : ∀ x, f (x + (m * M : ℕ)) = f x) (hg : ∀ x, g (x + (m * M : ℕ)) = g x) :
    (∀ j : ℤ, blochSum (m * M) f (m * j) = blochSum (m * M) g (m * j)) ↔
      ∀ R : ℤ, ∑ l ∈ range m, f (R + l * M) = ∑ l ∈ range m, g (R + l * M) := by
  constructor
  · intro h R
    have hM' : (M : ℂ) ≠ 0 := Nat.cast_ne_zero.mpr hM.ne'
    apply mul_left_cancel₀ hM'
    rw [← coarse_mesh_folding hm hM f hf, ← coarse_mesh_folding hm hM g hg]
    exact Finset.sum_congr rfl fun j _ => by rw [h]
  · intro h j
    -- a coarse Bloch sum is the Bloch sum of the folded function over `M` cells
    have key : ∀ u : ℤ → ℂ, blochSum (m * M) u (m * j)
        = ∑ r ∈ range M, (∑ l ∈ range m, u (r + l * M)) * phase M (-(j * r)) := by
      intro u
      rw [blochSum, sum_blocks m M (fun x => u x * phase (m * M) (-(m * j * x))),
        Finset.sum_comm]
      refine Finset.sum_congr rfl fun r _ => ?_
      rw [Finset.sum_mul]
      refine Finset.sum_congr rfl fun l _ => ?_
      rw [show -((m : ℤ) * j * (l * M + r)) = m * (-(j * r) + M * (-(j * l))) by ring,
        phase_coarse hm.ne', phase_add,
        (phase_eq_one_iff hM.ne' _).mpr (dvd_mul_right _ _), mul_one,
        add_comm ((l : ℤ) * M) (r : ℤ)]
    rw [key f, key g]
    exact Finset.sum_congr rfl fun r _ => by rw [h]

end

end KPointFolding
```

```lean
#print axioms KPointFolding.coarse_mesh_error
#print axioms KPointFolding.sum_over_shifts
#print axioms KPointFolding.coarse_data_eq_iff
```

```
'KPointFolding.coarse_mesh_error' depends on axioms: [propext, Classical.choice, Quot.sound]
'KPointFolding.sum_over_shifts' depends on axioms: [propext, Classical.choice, Quot.sound]
'KPointFolding.coarse_data_eq_iff' depends on axioms: [propext, Classical.choice, Quot.sound]
```

The theorems take $f$ as given and assume no decay, so how small the image terms are is a separate physical question, and a harder one for metals, whose density matrices decay slowly at low temperature. They also sample one fixed $F$; a self-consistent calculation on the coarse mesh would generally change $f$ itself.
